# For a positive density on a line, moving the cell boundary gives the left atom every population between 0 and N

Take the density $\rho(x)=e^{-|x|}$, which holds $N=2$ electrons, and cut the line at $c$. Everything up to the cut belongs to the left atom, whose population is

$$q(c)=\int_{-\infty}^{c}e^{-|x|}\,dx=\begin{cases}e^{c}, & c\le 0,\\ 2-e^{-c}, & c\ge 0.\end{cases}$$

Moving the cut from $c$ to $c'>c$ adds the density between the two positions, which is positive, so $q$ increases strictly. It approaches 0 on the far left and 2 on the far right without reaching either. A cut at $0$ gives the left atom 1 electron, and a cut at $\ln 2$ gives it 1.5.

The same holds for any integrable, everywhere positive $\rho$ with integral $N$, and for soft boundaries as well as sharp ones. Let $s(y)$ be the share of the density that the left atom receives at displacement $y$ from the boundary, and set

$$q(c)=\int_{-\infty}^{\infty}\rho(x)\,s(x-c)\,dx .$$

If $s$ never increases and has limits 1 at $-\infty$ and 0 at $+\infty$, then $q$ is strictly increasing and its set of values is exactly $(0,N)$.

Real-space population analysis also divides a molecular density among atoms by giving each a share at every point, but its shares need not be monotone or come from one movable boundary. In this one-dimensional model, with the shape of the weight fixed, the density alone does not determine the atomic population; a rule that places the boundary is also needed.

## The density, the weight and the boundary in Lean

```lean
import Mathlib

open MeasureTheory Filter Topology

namespace GridCellCharge
```

The function `population ρ s c` is $q(c)$. It counts electrons, so a net atomic charge would be the nuclear charge minus this number. The total $N$ appears as `∫ x, ρ x`.

```lean
/-- The left-atom population: the density `ρ` integrated with the cell weight `s`,
whose boundary is placed at `c`. -/
noncomputable def population (ρ s : ℝ → ℝ) (c : ℝ) : ℝ :=
  ∫ x, ρ x * s (x - c)
```

The boundary shifts the weight rigidly, without changing its shape. `IsCellWeight s` collects the three conditions on $s$: `anti` says that it is nonincreasing, and `left` and `right` give the limits.

```lean
/-- A cell weight for the left atom: it never increases from left to right, tends to 1 on the
far left and to 0 on the far right. Jumps are allowed. -/
structure IsCellWeight (s : ℝ → ℝ) : Prop where
  anti : Antitone s
  left : Tendsto s atBot (𝓝 1)
  right : Tendsto s atTop (𝓝 0)
```

The sharp cell assigns the boundary point itself to the left atom.

```lean
/-- The sharp cell: weight 1 up to the boundary and 0 beyond it. -/
noncomputable def sharpCell (x : ℝ) : ℝ := if x ≤ 0 then 1 else 0
```

Nothing requires $\rho$ to come from a wavefunction, and no rule for choosing $c$ is part of the model.

## A weight that never increases

The model assumes that the left atom's share does not grow as one moves to the right. Shares formed from reference atomic densities can violate this: if the left atom's reference density decays more slowly than the right atom's, its share grows again far to the right. By hand, the assumption first bounds the weight. For $z\ge y$ we have $s(y)\ge s(z)$, and $z\to+\infty$ gives $s(y)\ge 0$. For $z\le y$ we have $s(y)\le s(z)$, and $z\to-\infty$ gives $s(y)\le 1$. Hence

$$|\rho(x)\,s(x-c)|\le|\rho(x)| .$$

In the proof below, `h0` and `h1` are these two bounds.

```lean
variable {ρ s : ℝ → ℝ}

/-- For a cell weight, the weighted density never exceeds the density in absolute value. -/
theorem norm_weighted_le (hs : IsCellWeight s) (c x : ℝ) :
    ‖ρ x * s (x - c)‖ ≤ ‖ρ x‖ := by
  have h0 : 0 ≤ s (x - c) := hs.anti.le_of_tendsto hs.right _
  have h1 : s (x - c) ≤ 1 := hs.anti.ge_of_tendsto hs.left _
  rw [norm_mul, Real.norm_of_nonneg h0]
  exact mul_le_of_le_one_right (norm_nonneg _) h1
```

Monotonicity is used again for the measurability of $s$, for the sign of the gain when the boundary moves, and for the continuity of $q$.

The two limits alone do not suffice. Let $s$ be 1 for $y\le 0$, 0 for $0<y\le 1$, 1 again for $1<y\le 2$ and 0 beyond, so that every share still lies between 0 and 1. With $\rho=e^{-|x|}$ this gives $q'(c)=\rho(c)-\rho(c+1)+\rho(c+2)$. At $c=-1$ the derivative is $2/e-1<0$, so there the population falls as the boundary moves to the right.

## A finite number of electrons

Integrability of $\rho$ says that the total electron number is finite. Since the weighted density is bounded by $|\rho|$, it is integrable for every boundary. The proof obtains measurability of the weight from monotonicity and then applies this comparison.

```lean
/-- For an integrable density and a cell weight, the weighted density is integrable for every
boundary. -/
theorem integrable_weighted (hρ : Integrable ρ) (hs : IsCellWeight s) (c : ℝ) :
    Integrable (fun x => ρ x * s (x - c)) := by
  have hm : Measurable (fun x => s (x - c)) :=
    hs.anti.measurable.comp (measurable_id.sub_const c)
  exact hρ.norm.mono' (hρ.1.mul hm.aestronglyMeasurable)
    (Eventually.of_forall fun x => norm_weighted_le hs c x)
```

The same bound later allows limits in $c$ to pass through the integral. For the uniform density $\rho=1$ on the whole line, every sharp cut has infinitely many electrons to its left. Lean assigns the value 0 to such a divergent integral, so `population` would be constant and strict growth would fail.

## Full ownership on one side, none on the other

The limits say that the left atom owns all of the density far to the left and none of it far to the right. Somewhere in between, its share must cross one half. Let

$$t=\sup\{y: s(y)>\tfrac12\}.$$

The set is nonempty because of the left limit and bounded above because of the right limit. If $y<t$, some $z>y$ in the set gives $s(y)\ge s(z)>\tfrac12$. If $y>t$, then $y$ is not in the set, so $s(y)\le\tfrac12$. The crossing may be a jump, so $s(t)$ need not equal $\tfrac12$.

```lean
/-- A cell weight crosses one half at some point: it is above one half to the left of that
point and at most one half to the right. -/
theorem exists_half_crossing (hs : IsCellWeight s) :
    ∃ t, (∀ y < t, 1 / 2 < s y) ∧ ∀ y > t, s y ≤ 1 / 2 := by
  obtain ⟨a, ha⟩ := (hs.left.eventually_const_lt (by norm_num : (1 / 2 : ℝ) < 1)).exists
  obtain ⟨b, hb⟩ := (hs.right.eventually_lt_const (by norm_num : (0 : ℝ) < 1 / 2)).exists
  have hbdd : BddAbove {y | 1 / 2 < s y} := by
    refine ⟨b, fun y hy => ?_⟩
    have hy' : 1 / 2 < s y := hy
    by_contra h
    have := hs.anti (not_le.1 h).le
    linarith
  refine ⟨sSup {y | 1 / 2 < s y}, fun y hy => ?_, fun y hy => ?_⟩
  · obtain ⟨z, hz, hyz⟩ := exists_lt_of_lt_csSup ⟨a, ha⟩ hy
    exact lt_of_lt_of_le hz (hs.anti hyz.le)
  · by_contra h
    have hm : y ∈ {y | 1 / 2 < s y} := not_le.1 h
    exact absurd (le_csSup hbdd hm) (not_le.2 hy)
```

Here `a` shows that the set is nonempty, `b` bounds it, and `sSup` supplies $t$.

Monotonicity without the limits does not give strict growth: the constant weight $s=\tfrac12$ gives $q(c)=N/2$ for every boundary. The particular limits 1 and 0 also fix the ends of the range.

## Density everywhere along the line

Positivity means that there are electrons wherever the boundary might pass. For $c<c'$,

$$q(c')-q(c)=\int_{-\infty}^{\infty}\rho(x)\,\bigl[s(x-c')-s(x-c)\bigr]\,dx .$$

Since $x-c'<x-c$, the bracket is never negative. For $t+c<x<t+c'$ we have $x-c'<t$ and $x-c>t$, so the first weight is above one half and the second is at most one half. The integrand is therefore positive on an interval of length $c'-c$, and the integral is positive.

In the proof, `hnn` is the sign of the integrand, `hsub` places the interval inside the set where the integrand is nonzero, and `hvol` says that the interval has positive length. Together they give `hgain`.

```lean
/-- For an integrable, everywhere positive density and a cell weight, moving the boundary to the
right strictly increases the population of the left atom. -/
theorem population_strictMono (hρ : Integrable ρ) (hpos : ∀ x, 0 < ρ x)
    (hs : IsCellWeight s) : StrictMono (population ρ s) := by
  intro c c' hcc
  obtain ⟨t, hl, hr⟩ := exists_half_crossing hs
  have hint : Integrable (fun x => ρ x * s (x - c') - ρ x * s (x - c)) :=
    (integrable_weighted hρ hs c').sub (integrable_weighted hρ hs c)
  have hnn : 0 ≤ fun x => ρ x * s (x - c') - ρ x * s (x - c) := by
    intro x
    have h : s (x - c) ≤ s (x - c') := hs.anti (by linarith)
    exact sub_nonneg.2 (mul_le_mul_of_nonneg_left h (hpos x).le)
  -- between the two half crossings the gain is strictly positive
  have hsub : Set.Ioo (t + c) (t + c') ⊆
      Function.support (fun x => ρ x * s (x - c') - ρ x * s (x - c)) := by
    intro x hx
    have h1 := hl (x - c') (by linarith [hx.2])
    have h2 := hr (x - c) (by linarith [hx.1])
    have h3 : 0 < ρ x * s (x - c') - ρ x * s (x - c) := by
      rw [← mul_sub]
      exact mul_pos (hpos x) (by linarith)
    exact h3.ne'
  have hvol : 0 < volume (Set.Ioo (t + c) (t + c')) := by
    rw [Real.volume_Ioo]
    exact ENNReal.ofReal_pos.2 (by linarith)
  have hgain := (integral_pos_iff_support_of_nonneg hnn hint).2
    (lt_of_lt_of_le hvol (measure_mono hsub))
  rw [integral_sub (integrable_weighted hρ hs c') (integrable_weighted hρ hs c)] at hgain
  exact sub_pos.1 hgain
```

The hypothesis `∀ x, 0 < ρ x` excludes even a single node, such as that of one $p$-type Gaussian. The argument by hand would tolerate isolated zeros, since they have no length. A whole interval without density is different, as the last theorem shows for sharp cells.

## Jumps are allowed

Neither $\rho$ nor $s$ has to be continuous. What is needed is that limits in $c$ pass through the integral, and dominated convergence provides this with $|\rho|$ as the bound. If $s(x-c)\to g(x)$ for almost every $x$, then $q(c)\to\int\rho(x)\,g(x)\,dx$. The filter `l` lets one lemma serve for $c$ approaching a finite position and for $c\to\pm\infty$.

```lean
/-- Let `s` be a cell weight. If its shifted copies converge at almost every point as the boundary
moves along a countably generated filter, the populations of an integrable density converge to the
integral with the limiting weight. -/
theorem tendsto_population (hρ : Integrable ρ) (hs : IsCellWeight s) {l : Filter ℝ}
    [l.IsCountablyGenerated] {g : ℝ → ℝ}
    (h : ∀ᵐ x, Tendsto (fun c => s (x - c)) l (𝓝 (g x))) :
    Tendsto (population ρ s) l (𝓝 (∫ x, ρ x * g x)) := by
  show Tendsto (fun c => ∫ x, ρ x * s (x - c)) l _
  exact tendsto_integral_filter_of_dominated_convergence (fun x => ‖ρ x‖)
    (Eventually.of_forall fun c => (integrable_weighted hρ hs c).1)
    (Eventually.of_forall fun c => Eventually.of_forall fun x => norm_weighted_le hs c x)
    hρ.norm (h.mono fun x hx => hx.const_mul (ρ x))
```

Three limits now follow.

- As $b\to c$, $s(x-b)\to s(x-c)$ unless $s$ jumps at $x-c$. A monotone function has at most countably many jumps, so the exceptional $x$ have total length zero, and $q$ is continuous.
- As $c\to-\infty$, $x-c\to+\infty$, so the weight tends to 0 and $q(c)\to 0$.
- As $c\to+\infty$, $x-c\to-\infty$, so the weight tends to 1 and $q(c)\to N$.

Strict growth keeps the end values out of reach:

$$0\le q(c-1)<q(c)<q(c+1)\le N .$$

Conversely, given $0<Q<N$, the limits supply $a$ with $q(a)<Q$ and $b$ with $q(b)>Q$, and the intermediate value theorem supplies a boundary with population $Q$.

In the proof, `hcont`, `hbot` and `htop` are the three limits, and the last two bullets are the two inclusions between the range and $(0,N)$.

```lean
/-- For an integrable, everywhere positive density and a cell weight, the left-atom population is
strictly increasing in the boundary, and its values are exactly the numbers strictly between 0 and
the total electron number. -/
theorem population_strictMono_and_range (hρ : Integrable ρ) (hpos : ∀ x, 0 < ρ x)
    (hs : IsCellWeight s) :
    StrictMono (population ρ s) ∧
      Set.range (population ρ s) = Set.Ioo 0 (∫ x, ρ x) := by
  have hmono := population_strictMono hρ hpos hs
  -- a monotone weight has only countably many jumps, so the population is continuous
  have hcont : Continuous (population ρ s) := by
    refine continuous_iff_continuousAt.2 fun c => ?_
    have hcount : ((fun x : ℝ => x - c) ⁻¹' {y | ¬ContinuousAt s y}).Countable :=
      hs.anti.countable_not_continuousAt.preimage sub_left_injective
    have hae : ∀ᵐ x, ContinuousAt s (x - c) := ae_iff.2 (hcount.measure_zero volume)
    refine tendsto_population hρ hs (hae.mono fun x hx => ?_)
    have hshift : Tendsto (fun b : ℝ => x - b) (𝓝 c) (𝓝 (x - c)) :=
      tendsto_const_nhds.sub tendsto_id
    exact hx.tendsto.comp hshift
  -- the boundary far to the left or far to the right
  have hbot : Tendsto (population ρ s) atBot (𝓝 0) := by
    have h := tendsto_population hρ hs (l := atBot) (g := fun _ => 0)
      (Eventually.of_forall fun x => hs.right.comp (tendsto_atTop.2 fun b =>
        (eventually_le_atBot (x - b)).mono fun c hc => by linarith))
    simpa using h
  have htop : Tendsto (population ρ s) atTop (𝓝 (∫ x, ρ x)) := by
    have h := tendsto_population hρ hs (l := atTop) (g := fun _ => 1)
      (Eventually.of_forall fun x => hs.left.comp (tendsto_atBot.2 fun b =>
        (eventually_ge_atTop (x - b)).mono fun c hc => by linarith))
    simpa using h
  refine ⟨hmono, Set.Subset.antisymm ?_ ?_⟩
  · rintro _ ⟨c, rfl⟩
    exact ⟨(hmono.monotone.le_of_tendsto hbot (c - 1)).trans_lt (hmono (by linarith)),
      (hmono (by linarith)).trans_le (hmono.monotone.ge_of_tendsto htop (c + 1))⟩
  · intro Q hQ
    obtain ⟨a, ha⟩ := (hbot.eventually_lt_const hQ.1).exists
    obtain ⟨b, hb⟩ := (htop.eventually_const_lt hQ.2).exists
    exact mem_range_of_exists_le_of_exists_ge hcont ⟨a, ha.le⟩ ⟨b, hb.le⟩
```

## Sharp cuts, with and without a gap

The step weight meets all three conditions.

```lean
/-- The sharp cell is a cell weight. -/
theorem sharpCell_witness : IsCellWeight sharpCell where
  anti := by
    intro x y h
    simp only [sharpCell]
    split_ifs <;> linarith
  left := by
    refine Tendsto.congr' (f₁ := fun _ => (1 : ℝ)) ?_ tendsto_const_nhds
    filter_upwards [eventually_le_atBot (0 : ℝ)] with x hx
    simp [sharpCell, hx]
  right := by
    refine Tendsto.congr' (f₁ := fun _ => (0 : ℝ)) ?_ tendsto_const_nhds
    filter_upwards [eventually_gt_atTop (0 : ℝ)] with x hx
    simp [sharpCell, hx]
```

With this weight, $q(c)$ is the density integrated up to $c$, which is the identity `hcell`. The range gives a cut for every target $Q$ in $(0,N)$, and strict growth makes that cut unique.

```lean
/-- For an integrable, everywhere positive density and any target `Q` strictly between 0 and the
total electron number, exactly one sharp boundary has `Q` electrons to its left. -/
theorem existsUnique_sharp_boundary (hρ : Integrable ρ) (hpos : ∀ x, 0 < ρ x) {Q : ℝ}
    (hQ : Q ∈ Set.Ioo 0 (∫ x, ρ x)) : ∃! c, ∫ x in Set.Iic c, ρ x = Q := by
  have hcell : ∀ c, population ρ sharpCell c = ∫ x in Set.Iic c, ρ x := by
    intro c
    rw [population, ← integral_indicator measurableSet_Iic]
    congr 1
    funext x
    by_cases h : x ≤ c <;> simp [sharpCell, h]
  obtain ⟨hmono, hrange⟩ := population_strictMono_and_range hρ hpos sharpCell_witness
  rw [← hrange] at hQ
  obtain ⟨c, hc⟩ := hQ
  refine ⟨c, (hcell c).symm.trans hc, fun b hb => hmono.injective ?_⟩
  exact ((hcell b).trans hb).trans hc.symm
```

Now suppose that the density vanishes for $c<x\le c'$. Up to $c$ both weights are 1, beyond $c'$ both are 0, and in between the density is zero. The two integrands agree at every point, so the populations are equal. For $c<c'$, two different boundaries then give the same population, and strict growth fails. The proof makes the same three-way split.

```lean
/-- If `c ≤ c'` and the density vanishes for `c < x ≤ c'`, sharp boundaries at `c` and `c'` give the
left atom the same population. -/
theorem population_eq_of_gap {c c' : ℝ} (hcc : c ≤ c')
    (hgap : ∀ x, c < x → x ≤ c' → ρ x = 0) :
    population ρ sharpCell c = population ρ sharpCell c' := by
  unfold population
  congr 1
  funext x
  by_cases h1 : x ≤ c
  · simp [sharpCell, h1, h1.trans hcc]
  · by_cases h2 : x ≤ c'
    · simp [hgap x (not_le.1 h1) h2]
    · simp [sharpCell, h1, h2]

end GridCellCharge
```

```lean
#print axioms GridCellCharge.population_strictMono_and_range
#print axioms GridCellCharge.existsUnique_sharp_boundary
#print axioms GridCellCharge.population_eq_of_gap
```

```
'GridCellCharge.population_strictMono_and_range' depends on axioms: [propext, Classical.choice, Quot.sound]
'GridCellCharge.existsUnique_sharp_boundary' depends on axioms: [propext, Classical.choice, Quot.sound]
'GridCellCharge.population_eq_of_gap' depends on axioms: [propext, Classical.choice, Quot.sound]
```
